# The diagonal of the inverse bounds the smallest eigenvalue of a positive definite overlap matrix

Let \(S\) be a complex positive definite \(n\times n\) overlap matrix, \(n\ge 1\), with smallest eigenvalue \(m\), and let \(d\) be the smallest of the numbers \(1/(S^{-1})_{ii}\). Then

\[
\frac{d}{n}\;\le\; m\;\le\; d .
\]

## Distance of a basis function from the others

Take basis functions \(\chi_i\) with \(S_{ij}=\langle\chi_i|\chi_j\rangle\). The combination \(\psi=\sum_i c_i\chi_i\) has squared norm \(c^\dagger S c\). Call

\[
r_i=\frac{1}{(S^{-1})_{ii}}
\]

the residual of function \(i\). It is the least value of \(c^\dagger Sc\) among all \(c\) with \(c_i=1\), as derived below. Such a \(\psi\) is \(\chi_i\) plus an arbitrary combination of the other functions, so \(r_i\) is the squared distance of \(\chi_i\) from their span.

For a finite basis of normalised functions, as used in electronic-structure calculations, a small \(d\) therefore signals near linear dependence and identifies a function involved in it, while a small \(m\) makes \(S^{-1/2}\) large in symmetric orthogonalisation. Normalisation matters for this reading: a function of tiny norm has a small residual even if it is orthogonal to all the others. The inequalities themselves don't need it.

## The statement in Lean's terms

The finite type `ι` labels the basis functions, and `Fintype.card ι` is \(n\). The functions themselves do not appear; `S` is any complex matrix with `S.PosDef`, which includes being Hermitian.

- `normSqOf S c` is the real part of \(c^\dagger Sc\), which is already real for Hermitian \(S\).
- `eigenvalueSet S` contains the real \(\mu\) for which \(Sv=\mu v\) has a nonzero solution.
- `residual S i` is \(r_i\), computed from the real part of the diagonal element.

In `smallest_eigenvalue_bounds`, the hypotheses `hm` and `hd` say through `IsLeast` that \(m\) and \(d\) belong to their sets and are lower bounds of them. Each of the two hypotheses forces \(n\ge1\). The statement concerns exact matrices and says nothing about rounding errors in a computed inverse.

## Completing the square

Fix \(i\), let \(x\) be column \(i\) of \(S^{-1}\), and put \(g=x_i=(S^{-1})_{ii}\). Then \(Sx=e_i\), the unit vector, and \(x^\dagger Sx=x^\dagger e_i=g^*\). Since \(x\neq0\), this is positive, so \(g\) is real and positive. Moreover \(x^\dagger Sc=(Sx)^\dagger c=c_i\) for every \(c\). Hence

\[
\begin{aligned}
0&\le (gc-c_ix)^\dagger S(gc-c_ix)\\
&=g^2c^\dagger Sc-g|c_i|^2-g|c_i|^2+g|c_i|^2\\
&=g^2c^\dagger Sc-g|c_i|^2 .
\end{aligned}
\]

Dividing by \(g^2\) gives

\[
|c_i|^2\,r_i\le c^\dagger Sc .
\]

For \(c_i=1\) the right side is at least \(r_i\). The choice \(c=x/g\) has \(c_i=1\) and \(c^\dagger Sc=g/g^2=r_i\), so the minimum is attained.

## The two bounds

**Upper bound.** Expanding \(c\) in orthonormal eigenvectors of \(S\) gives \(m\|c\|^2\le c^\dagger Sc\), where \(\|c\|^2=\sum_i|c_i|^2\). Choose \(i\) with \(r_i=d\) and take the minimiser \(c=x/g\). Because \(c_i=1\), we have \(\|c\|^2\ge1\). Since \(m>0\),

\[
m\le m\|c\|^2\le c^\dagger Sc=d .
\]

**Lower bound.** Let \(Sv=mv\) with \(v\ne0\), so that \(v^\dagger Sv=m\|v\|^2\). For each \(i\),

\[
|v_i|^2d\le|v_i|^2r_i\le m\|v\|^2 .
\]

Summing over the \(n\) values of \(i\) gives \(d\|v\|^2\le nm\|v\|^2\), and division by \(n\|v\|^2\) finishes the argument.

## Two functions with overlap s

Number two normalised functions 0 and 1, and let their overlap be \(s\) with \(0\le s<1\):

\[
S=\begin{pmatrix}1&s\\s&1\end{pmatrix},\qquad
S^{-1}=\frac{1}{1-s^2}\begin{pmatrix}1&-s\\-s&1\end{pmatrix}.
\]

The eigenvalues are \(1\pm s\), with normalised eigenvectors \((1,\pm1)/\sqrt2\). Thus \(m=1-s\), \(d=1-s^2\) and \(m/d=1/(1+s)\). The ratio is 1 at \(s=0\) and approaches \(1/2\) as \(s\to1\), so for \(n=2\) no constant larger than \(1/2\) can stand in the lower bound.

Positive definiteness is essential. Putting \(s=2\) in the same matrix leaves it Hermitian and invertible, but now \(m=-1\) and \(d=1-4=-3\), so \(m\le d\) fails. No pair of normalised functions has such an overlap.

## Inverse diagonal and lowest eigenvalue in Lean

```lean
import Mathlib

open Matrix
open scoped ComplexOrder

namespace OverlapNearDependence

noncomputable section

variable {ι : Type*} [Fintype ι] [DecidableEq ι]

/-- The squared norm `c† S c` of the combination with coefficients `c` of basis functions
with overlap matrix `S`. -/
def normSqOf (S : Matrix ι ι ℂ) (c : ι → ℂ) : ℝ := (star c ⬝ᵥ S *ᵥ c).re

/-- The real eigenvalues of the matrix `S`. -/
def eigenvalueSet (S : Matrix ι ι ℂ) : Set ℝ :=
  {μ | ∃ v : ι → ℂ, v ≠ 0 ∧ S *ᵥ v = (μ : ℂ) • v}

/-- The residual `1 / (S⁻¹)ᵢᵢ` of basis function `i`, meant for positive definite `S`. -/
def residual (S : Matrix ι ι ℂ) (i : ι) : ℝ := 1 / (S⁻¹ i i).re

/-- The diagonal elements of the inverse overlap matrix are real and positive. -/
theorem inverse_diag_pos {S : Matrix ι ι ℂ} (hS : S.PosDef) (i : ι) :
    ∃ g : ℝ, 0 < g ∧ S⁻¹ i i = (g : ℂ) := by
  have h := Complex.lt_def.1 (hS.inv.diag_pos (i := i))
  refine ⟨(S⁻¹ i i).re, by simpa using h.1, ?_⟩
  apply Complex.ext
  · simp
  · simpa using h.2.symm

/-- Column `i` of the inverse overlap matrix is mapped by `S` to the unit vector `i`. -/
theorem overlap_mulVec_dual {S : Matrix ι ι ℂ} (hS : S.PosDef) (i : ι) :
    S *ᵥ (fun j => S⁻¹ j i) = Pi.single i 1 := by
  have hdet := (Matrix.isUnit_iff_isUnit_det S).1 hS.isUnit
  ext k
  have h := congrFun (congrFun (Matrix.mul_nonsing_inv S hdet) k) i
  rw [Matrix.mul_apply, Matrix.one_apply] at h
  rw [Pi.single_apply]
  exact h

/-- The squared modulus of the coefficient of basis function `i` in any combination, times the
residual of that function, is at most the squared norm of the combination. -/
theorem weight_mul_residual_le {S : Matrix ι ι ℂ} (hS : S.PosDef) (i : ι) (c : ι → ℂ) :
    ‖c i‖ ^ 2 * residual S i ≤ normSqOf S c := by
  obtain ⟨g, hg, hgi⟩ := inverse_diag_pos hS i
  have hx := overlap_mulVec_dual hS i
  have hxi : (fun j => S⁻¹ j i) i = (g : ℂ) := hgi
  generalize (fun j => S⁻¹ j i) = x at hx hxi
  have he : star (Pi.single i (1 : ℂ) : ι → ℂ) = Pi.single i 1 := by
    ext j
    by_cases h : j = i <;> simp [h]
  have hxS : star x ⬝ᵥ S *ᵥ c = c i := by
    have h : star x ᵥ* S = star (S *ᵥ x) := by
      rw [Matrix.star_mulVec, hS.isHermitian.eq]
    rw [Matrix.dotProduct_mulVec, h, hx, he]
    simp
  have h1 : star c ⬝ᵥ Pi.single i (1 : ℂ) = star (c i) := by simp
  have h2 : star x ⬝ᵥ Pi.single i (1 : ℂ) = (g : ℂ) := by simp [hxi]
  have hn : star (c i) * c i = (‖c i‖ : ℂ) ^ 2 := Complex.conj_mul' _
  have hy : star ((g : ℂ) • c - c i • x) = (g : ℂ) • star c - star (c i) • star x := by
    ext j
    simp
  -- complete the square: expand the squared norm of g c - cᵢ x
  have key : star ((g : ℂ) • c - c i • x) ⬝ᵥ S *ᵥ ((g : ℂ) • c - c i • x)
      = ((g ^ 2 : ℝ) : ℂ) * (star c ⬝ᵥ S *ᵥ c) - ((g * ‖c i‖ ^ 2 : ℝ) : ℂ) := by
    rw [hy, Matrix.mulVec_sub, Matrix.mulVec_smul, Matrix.mulVec_smul, hx]
    simp only [sub_dotProduct, dotProduct_sub, smul_dotProduct, dotProduct_smul,
      smul_eq_mul, hxS, h1, h2]
    push_cast
    linear_combination (-(g : ℂ)) * hn
  have hpos := hS.posSemidef.dotProduct_mulVec_nonneg ((g : ℂ) • c - c i • x)
  rw [key] at hpos
  have hre := (Complex.le_def.1 hpos).1
  rw [Complex.sub_re, Complex.re_ofReal_mul, Complex.ofReal_re, Complex.zero_re] at hre
  unfold residual normSqOf
  rw [hgi, Complex.ofReal_re, mul_one_div, div_le_iff₀ hg]
  refine le_of_mul_le_mul_left ?_ hg
  linarith

/-- The residual of basis function `i` is the least squared norm of a combination in which function
`i` has coefficient one. -/
theorem residual_isLeast {S : Matrix ι ι ℂ} (hS : S.PosDef) (i : ι) :
    IsLeast (normSqOf S '' {c | c i = 1}) (residual S i) := by
  constructor
  · obtain ⟨g, hg, hgi⟩ := inverse_diag_pos hS i
    have hg0 : (g : ℂ) ≠ 0 := by exact_mod_cast hg.ne'
    -- the minimiser is column i of the inverse, rescaled
    have hc : (((g⁻¹ : ℝ) : ℂ) • (fun j => S⁻¹ j i)) i = 1 := by
      simp [hgi, hg0]
    refine ⟨((g⁻¹ : ℝ) : ℂ) • (fun j => S⁻¹ j i), hc, ?_⟩
    unfold normSqOf residual
    rw [Matrix.mulVec_smul, overlap_mulVec_dual hS i, dotProduct_smul, dotProduct_single_one,
      Pi.star_apply, hc, hgi, star_one, smul_eq_mul, mul_one, Complex.ofReal_re,
      Complex.ofReal_re, one_div]
  · rintro _ ⟨c, hc, rfl⟩
    have h := weight_mul_residual_le hS i c
    have hc' : c i = 1 := hc
    simpa [hc'] using h

omit [DecidableEq ι] in
/-- The product `c† c` is the sum of the squared moduli of the coefficients. -/
theorem star_dotProduct_self (c : ι → ℂ) :
    star c ⬝ᵥ c = ((∑ i, ‖c i‖ ^ 2 : ℝ) : ℂ) := by
  simp only [dotProduct, Pi.star_apply]
  push_cast
  exact Finset.sum_congr rfl fun i _ => Complex.conj_mul' _

/-- Rayleigh bound: the smallest eigenvalue `m` of a Hermitian matrix `S` obeys
`m c† c ≤ c† S c` for every `c`. -/
theorem rayleigh_bound {S : Matrix ι ι ℂ} (hS : S.IsHermitian) {m : ℝ}
    (hm : IsLeast (eigenvalueSet S) m) (c : ι → ℂ) :
    m * ∑ i, ‖c i‖ ^ 2 ≤ normSqOf S c := by
  have hB : (S - (m : ℂ) • (1 : Matrix ι ι ℂ)).IsHermitian := by
    rw [Matrix.IsHermitian, Matrix.conjTranspose_sub, hS.eq, Matrix.conjTranspose_smul,
      Matrix.conjTranspose_one]
    simp
  -- every eigenvalue of S - m is an eigenvalue of S lowered by m
  have hP : (S - (m : ℂ) • (1 : Matrix ι ι ℂ)).PosSemidef := by
    refine hB.posSemidef_iff_eigenvalues_nonneg.2 (fun j => ?_)
    have hv := hB.mulVec_eigenvectorBasis j
    simp only [Matrix.sub_mulVec, Matrix.smul_mulVec, Matrix.one_mulVec] at hv
    have hle : m ≤ hB.eigenvalues j + m := by
      refine hm.2 ⟨(hB.eigenvectorBasis j).ofLp, ?_, ?_⟩
      · intro h0
        apply hB.eigenvectorBasis.orthonormal.ne_zero j
        ext k
        exact congrFun h0 k
      · ext k
        have hk := congrFun hv k
        simp only [Pi.sub_apply, Pi.smul_apply, smul_eq_mul, Complex.real_smul] at hk
        simp only [Pi.smul_apply, smul_eq_mul, Complex.ofReal_add]
        linear_combination hk
    show (0 : ℝ) ≤ hB.eigenvalues j
    linarith
  have h := hP.dotProduct_mulVec_nonneg c
  simp only [Matrix.sub_mulVec, Matrix.smul_mulVec, Matrix.one_mulVec, dotProduct_sub,
    dotProduct_smul, smul_eq_mul, star_dotProduct_self] at h
  have hre := (Complex.le_def.1 h).1
  rw [Complex.sub_re, Complex.re_ofReal_mul, Complex.ofReal_re, Complex.zero_re] at hre
  unfold normSqOf
  linarith

/-- For `n` basis functions with positive definite overlap matrix, the smallest eigenvalue `m`
and the smallest residual `d` obey `d / n ≤ m ≤ d`. -/
theorem smallest_eigenvalue_bounds {S : Matrix ι ι ℂ} (hS : S.PosDef) {m d : ℝ}
    (hm : IsLeast (eigenvalueSet S) m) (hd : IsLeast (Set.range (residual S)) d) :
    d / Fintype.card ι ≤ m ∧ m ≤ d := by
  constructor
  · obtain ⟨v, hv0, hv⟩ := hm.1
    obtain ⟨k, hk⟩ := Function.ne_iff.1 hv0
    have hk' : 0 < ‖v k‖ := norm_pos_iff.2 hk
    have hN : 0 < ∑ i, ‖v i‖ ^ 2 :=
      Finset.sum_pos' (fun i _ => by positivity) ⟨k, Finset.mem_univ k, by positivity⟩
    have hcard : (0 : ℝ) < Fintype.card ι := by
      exact_mod_cast Fintype.card_pos_iff.2 ⟨k⟩
    have hnorm : normSqOf S v = m * ∑ i, ‖v i‖ ^ 2 := by
      unfold normSqOf
      rw [hv, dotProduct_smul, smul_eq_mul, star_dotProduct_self, Complex.re_ofReal_mul,
        Complex.ofReal_re]
    -- add up the weight bounds for the lowest eigenvector
    have hsum : ∑ i, ‖v i‖ ^ 2 * d ≤ ∑ _i : ι, m * ∑ j, ‖v j‖ ^ 2 := by
      refine Finset.sum_le_sum fun i _ => ?_
      rw [← hnorm]
      exact (mul_le_mul_of_nonneg_left (hd.2 ⟨i, rfl⟩) (by positivity)).trans
        (weight_mul_residual_le hS i v)
    rw [← Finset.sum_mul, Finset.sum_const, Finset.card_univ, nsmul_eq_mul] at hsum
    rw [div_le_iff₀ hcard]
    refine le_of_mul_le_mul_left ?_ hN
    linarith
  · obtain ⟨i, rfl⟩ := hd.1
    obtain ⟨c, hc, hcd⟩ := (residual_isLeast hS i).1
    have hc' : c i = 1 := hc
    have hR := rayleigh_bound hS.isHermitian hm c
    have hone : 1 ≤ ∑ j, ‖c j‖ ^ 2 := by
      have h := Finset.single_le_sum (f := fun j => ‖c j‖ ^ 2)
        (fun j _ => by positivity) (Finset.mem_univ i)
      simpa [hc'] using h
    rw [hcd] at hR
    rcases le_total 0 m with h0 | h0
    · nlinarith
    · obtain ⟨g, hg, hgi⟩ := inverse_diag_pos hS i
      have hr : 0 ≤ residual S i := by
        unfold residual
        rw [hgi, Complex.ofReal_re]
        positivity
      linarith

/-- Two normalised functions with overlap `s`, `0 ≤ s < 1`, have a positive definite overlap
matrix with smallest eigenvalue `1 - s` and smallest residual `1 - s ^ 2`. -/
theorem two_functions_witness {s : ℝ} (h0 : 0 ≤ s) (h1 : s < 1) :
    (!![1, (s : ℂ); (s : ℂ), 1]).PosDef ∧
    IsLeast (eigenvalueSet !![1, (s : ℂ); (s : ℂ), 1]) (1 - s) ∧
    IsLeast (Set.range (residual !![1, (s : ℂ); (s : ℂ), 1])) (1 - s ^ 2) := by
  refine ⟨?_, ⟨?_, ?_⟩, ?_⟩
  · rw [Matrix.posDef_iff_dotProduct_mulVec]
    refine ⟨?_, fun x hx => ?_⟩
    · ext i j
      fin_cases i <;> fin_cases j <;> simp
    · have hq : star x ⬝ᵥ !![1, (s : ℂ); (s : ℂ), 1] *ᵥ x
          = (((1 - s) * (‖x 0‖ ^ 2 + ‖x 1‖ ^ 2) + s * ‖x 0 + x 1‖ ^ 2 : ℝ) : ℂ) := by
        push_cast
        rw [← Complex.conj_mul', ← Complex.conj_mul', ← Complex.conj_mul']
        simp [Matrix.mulVec, dotProduct, Fin.sum_univ_two]
        ring
      have hs : 0 < 1 - s := by linarith
      have hx2 : 0 < ‖x 0‖ ^ 2 + ‖x 1‖ ^ 2 := by
        obtain ⟨k, hk⟩ := Function.ne_iff.1 hx
        have hk' : 0 < ‖x k‖ := norm_pos_iff.2 hk
        fin_cases k
        · have h : 0 < ‖x 0‖ := hk'
          positivity
        · have h : 0 < ‖x 1‖ := hk'
          positivity
      rw [hq]
      have hp : 0 < (1 - s) * (‖x 0‖ ^ 2 + ‖x 1‖ ^ 2) + s * ‖x 0 + x 1‖ ^ 2 := by
        positivity
      exact Complex.zero_lt_real.2 hp
  · refine ⟨![1, -1], fun h => by simpa using congrFun h 0, ?_⟩
    ext k
    fin_cases k <;> simp [Matrix.mulVec, dotProduct, Fin.sum_univ_two] <;> ring
  · rintro μ ⟨v, hv0, hv⟩
    by_contra hlt
    have hlt' : μ < 1 - s := not_le.1 hlt
    have e0 : v 0 + s * v 1 = μ * v 0 := by
      simpa [Matrix.mulVec, dotProduct, Fin.sum_univ_two] using congrFun hv 0
    have e1 : s * v 0 + v 1 = μ * v 1 := by
      simpa [Matrix.mulVec, dotProduct, Fin.sum_univ_two] using congrFun hv 1
    have n1 : ((1 + s - μ : ℝ) : ℂ) ≠ 0 :=
      Complex.ofReal_ne_zero.2 (by linarith : 0 < 1 + s - μ).ne'
    have n2 : ((1 - s - μ : ℝ) : ℂ) ≠ 0 :=
      Complex.ofReal_ne_zero.2 (by linarith : 0 < 1 - s - μ).ne'
    -- the sum and the difference of the two coefficients both vanish
    have p : v 0 + v 1 = 0 := by
      refine (mul_eq_zero.1 ?_).resolve_left n1
      push_cast
      linear_combination e0 + e1
    have q : v 0 - v 1 = 0 := by
      refine (mul_eq_zero.1 ?_).resolve_left n2
      push_cast
      linear_combination e0 - e1
    apply hv0
    ext k
    fin_cases k
    · show v 0 = 0
      linear_combination (p + q) / 2
    · show v 1 = 0
      linear_combination (p - q) / 2
  · have hs : 1 - s ^ 2 ≠ 0 := by nlinarith
    obtain ⟨r, hr⟩ : ∃ r : ℝ, r * (1 - s ^ 2) = 1 := ⟨(1 - s ^ 2)⁻¹, inv_mul_cancel₀ hs⟩
    have hr0 : r ≠ 0 := left_ne_zero_of_mul_eq_one hr
    have hrC : (r : ℂ) * (1 - (s : ℂ) ^ 2) = 1 := by exact_mod_cast hr
    have hinv : (!![1, (s : ℂ); (s : ℂ), 1])⁻¹
        = !![(r : ℂ), -(s * r); -(s * r), (r : ℂ)] := by
      apply Matrix.inv_eq_right_inv
      have a1 : (1 : ℂ) * r + s * (-(s * r)) = 1 := by linear_combination hrC
      have a2 : (1 : ℂ) * (-(s * r)) + s * r = 0 := by ring
      have a3 : (s : ℂ) * r + 1 * (-(s * r)) = 0 := by ring
      have a4 : (s : ℂ) * (-(s * r)) + 1 * r = 1 := by linear_combination hrC
      rw [Matrix.mul_fin_two, a1, a2, a3, a4, Matrix.one_fin_two]
    have hr1 : 1 / r = 1 - s ^ 2 := by
      rw [div_eq_iff hr0]
      linarith
    have hres : ∀ i, residual !![1, (s : ℂ); (s : ℂ), 1] i = 1 - s ^ 2 := by
      intro i
      unfold residual
      rw [hinv]
      fin_cases i <;> simpa using hr1
    refine ⟨⟨0, hres 0⟩, ?_⟩
    rintro _ ⟨i, rfl⟩
    exact (hres i).ge

/-- For every `K > 1 / 2` there is a positive definite 2 × 2 matrix whose smallest eigenvalue `m`
and smallest residual `d` obey `m < K d`. -/
theorem lower_bound_sharp {K : ℝ} (hK : 1 / 2 < K) :
    ∃ (S : Matrix (Fin 2) (Fin 2) ℂ) (m d : ℝ), S.PosDef ∧ IsLeast (eigenvalueSet S) m ∧
      IsLeast (Set.range (residual S)) d ∧ m < K * d := by
  have hK0 : 0 < K := by linarith
  -- the overlap s = 1 / (2 K) is large enough
  obtain ⟨s, hs⟩ : ∃ s : ℝ, s * (2 * K) = 1 :=
    ⟨(2 * K)⁻¹, inv_mul_cancel₀ (by positivity)⟩
  have h0 : 0 ≤ s := by
    by_contra h
    nlinarith [not_le.1 h]
  have h1 : s < 1 := by
    by_contra h
    nlinarith [not_lt.1 h]
  obtain ⟨hP, hm, hd⟩ := two_functions_witness h0 h1
  refine ⟨_, _, _, hP, hm, hd, ?_⟩
  have hfac : K * (1 - s ^ 2) = (1 - s) * (K + 1 / 2) := by
    linear_combination (1 - s) / 2 * hs
  rw [hfac]
  nlinarith [mul_pos (sub_pos.2 h1) (sub_pos.2 hK)]

end

end OverlapNearDependence
```

```lean
#print axioms OverlapNearDependence.smallest_eigenvalue_bounds
#print axioms OverlapNearDependence.lower_bound_sharp
```

```
'OverlapNearDependence.smallest_eigenvalue_bounds' depends on axioms: [propext, Classical.choice, Quot.sound]
'OverlapNearDependence.lower_bound_sharp' depends on axioms: [propext, Classical.choice, Quot.sound]
```

## How the Lean proof follows the derivation

`inverse_diag_pos` supplies the real, positive \(g\), using Mathlib's result that the inverse of a positive definite matrix is positive definite. `overlap_mulVec_dual` is \(Sx=e_i\).

In `weight_mul_residual_le`, the equation `key` is the completed square. Its terms are evaluated with `hxS`, `h1` and `h2`, and `linear_combination` collects them. `residual_isLeast` then checks the rescaled column as minimiser and takes the lower bound from the preceding lemma.

`rayleigh_bound` replaces the eigenvector expansion by a shift. Each eigenvalue of \(S-m\), raised by \(m\), is an eigenvalue of \(S\) and hence at least \(m\). So \(S-m\) is positive semidefinite, and its quadratic form, written out with `star_dotProduct_self`, gives the bound.

In `smallest_eigenvalue_bounds`, `hsum` is the sum over \(i\) for the lowest eigenvector. For the upper bound the proof does not first establish \(m>0\); it splits on the sign of \(m\), and the case \(m\le0\) follows because residuals are nonnegative.

`two_functions_witness` obtains positive definiteness from

\[
x^\dagger Sx=(1-s)(|x_0|^2+|x_1|^2)+s|x_0+x_1|^2 .
\]

To exclude an eigenvalue below \(1-s\), it adds and subtracts the two eigenvalue equations, which forces \(v_0+v_1=0\) and \(v_0-v_1=0\). Finally, `lower_bound_sharp` takes any \(K>1/2\) and sets \(s=1/(2K)\). Then \(K(1+s)=K+1/2>1\), and multiplying by \(1-s\) gives \(m<Kd\).
